# How much one more Fourier path mode lowers the logarithmic error of the harmonic oscillator's partition function

For a harmonic oscillator at reduced inverse temperature `x > 0`, `fourierZ x M` is the partition function with only the first `M` Fourier path modes kept, and `logError x M` is the logarithm of its ratio to the exact value 1/(2 sinh(x/2)). The theorem `logError_step` says that, for every natural number M, this error equals log(1 + a/(M + 1)²) plus the error with M + 1 modes, where a = x²/(4π²). The attempt first proves the same relation as a difference, in `h`, by merging two logarithms into the logarithm of a quotient and comparing the arguments. It then uses `hm` to write the new mode's term through `tailCoeff`, and finishes with `ring`.

This version doesn't compile in Lean 4 with Mathlib:

```lean
import Mathlib

open Filter Topology
open scoped Real

namespace LogErrorStep

noncomputable section

/-- Partition function of the harmonic oscillator with the Fourier path modes `1, ..., M`, at
reduced inverse temperature `x > 0`. -/
def fourierZ (x : ℝ) (M : ℕ) : ℝ :=
  (1 / x) * ∏ k ∈ Finset.range M, (1 + (x / (2 * π * ((k : ℝ) + 1))) ^ 2)⁻¹

/-- Logarithm of the ratio of the truncated to the exact partition function, for `x > 0`. -/
def logError (x : ℝ) (M : ℕ) : ℝ := Real.log (2 * Real.sinh (x / 2) * fourierZ x M)

/-- The coefficient `x² / (4π²)` that sets the weight of the omitted modes. -/
def tailCoeff (x : ℝ) : ℝ := x ^ 2 / (4 * π ^ 2)

/-- The truncated partition function is positive for `x > 0`. -/
theorem fourierZ_pos {x : ℝ} (hx : 0 < x) (M : ℕ) : 0 < fourierZ x M :=
  mul_pos (by positivity) (Finset.prod_pos fun k _ => by positivity)

/-- For `x > 0`, including mode `M + 1` lowers the logarithmic error by
`log (1 + a / (M + 1)²)`, where `a = x² / (4π²)`. -/
theorem logError_step {x : ℝ} (hx : 0 < x) (M : ℕ) :
    logError x M = Real.log (1 + tailCoeff x / ((M : ℝ) + 1) ^ 2) + logError x (M + 1) := by
  have hS : 0 < Real.sinh (x / 2) := Real.sinh_pos_iff.mpr (half_pos hx)
  have hF := fourierZ_pos hx M
  have hA : 0 < 2 * Real.sinh (x / 2) * fourierZ x M := by positivity
  have hB : 0 < 1 + (x / (2 * π * ((M : ℝ) + 1))) ^ 2 := by positivity
  have hm : (x / (2 * π * ((M : ℝ) + 1))) ^ 2 = tailCoeff x / ((M : ℝ) + 1) ^ 2 := by
    rw [tailCoeff, div_pow, mul_pow, mul_pow, div_div]
    norm_num
  have h : logError x (M + 1)
      = logError x M - Real.log (1 + (x / (2 * π * ((M : ℝ) + 1))) ^ 2) := by
    unfold logError
    rw [← Real.log_div hA.ne' hB.ne', div_eq_mul_inv]
    congr 1
    simp only [fourierZ, Finset.prod_range_succ, mul_assoc]
  rw [h, hm]
  ring

end

end LogErrorStep
```

Lean reports:

```
Main.lean:37:75: error: unsolved goals
x : ℝ
hx : 0 < x
M : ℕ
hS : 0 < Real.sinh (x / 2)
hF : 0 < fourierZ x M
hA : 0 < 2 * Real.sinh (x / 2) * fourierZ x M
hB : 0 < 1 + (x / (2 * π * (↑M + 1))) ^ 2
hm : (x / (2 * π * (↑M + 1))) ^ 2 = tailCoeff x / (↑M + 1) ^ 2
⊢ 2 *
      (Real.sinh (x * 2⁻¹) *
        (1 / x *
          ((∏ x_1 ∈ Finset.range M, (1 + (x / (2 * (π * (↑x_1 + 1)))) ^ 2)⁻¹) *
            (1 + (x / (2 * (π * (↑M + 1)))) ^ 2)⁻¹))) =
    2 * (Real.sinh (x * 2⁻¹) * (1 / x * ∏ x_1 ∈ Finset.range M, (1 + (x / (2 * (π * (↑x_1 + 1)))) ^ 2)⁻¹)) /
      (1 + (x / (2 * (π * (↑M + 1)))) ^ 2)
```

After these edits no error is left:

```diff
@@ -37,7 +37,10 @@
       = logError x M - Real.log (1 + (x / (2 * π * ((M : ℝ) + 1))) ^ 2) := by
     unfold logError
-    rw [← Real.log_div hA.ne' hB.ne', div_eq_mul_inv]
-    congr 1
-    simp only [fourierZ, Finset.prod_range_succ, mul_assoc]
+    have hF1 : fourierZ x (M + 1)
+        = fourierZ x M * (1 + (x / (2 * π * ((M : ℝ) + 1))) ^ 2)⁻¹ := by
+      simp only [fourierZ, Finset.prod_range_succ, mul_assoc]
+    rw [← Real.log_div hA.ne' hB.ne', hF1,
+      div_eq_mul_inv (2 * Real.sinh (x / 2) * fourierZ x M),
+      mul_assoc (2 * Real.sinh (x / 2)) (fourierZ x M)]
   rw [h, hm]
   ring
```

Cause. The error says that the proof of `h` ends with an equation still open. Its left side multiplies by the inverse of the new mode's factor, while its right side still divides by that factor.

`div_eq_mul_inv` was meant to turn that division into a product. Given no arguments, it took its pattern from another quotient, the `x / 2` inside `Real.sinh`, and rewrote only that; hence the `x * 2⁻¹` in the goal. The final `simp only` has no lemma relating division to inverses, so it could not close the gap.

The repair gives `div_eq_mul_inv` the numerator `2 * Real.sinh (x / 2) * fourierZ x M`, which only the intended quotient has. The new `hF1` splits off the last factor of the product, using the old `simp only` call, and rewriting with it puts that factor on the left side. `mul_assoc`, also given arguments so that it regroups the right-hand product, then makes the two sides identical, and `rw` closes the goal by reflexivity. That leaves nothing for `congr 1` to do. Moving the product step into `hF1` is a reorganisation; the cure is the argument to `div_eq_mul_inv`.
